# Origin dependence of rotatory strengths for finite matrices

A change of origin has to be given a meaning for matrices, and here it acts on the magnetic operator alone: $m \to m + a\times p$, with $a$ a real vector. This is how $r\times p$ changes when $r$ becomes $r+a$, that is, when the origin is moved by $-a$, so $m$ stands for the magnetic moment up to a constant prefactor. The position triple $r$ stays fixed, because adding a constant to it adds only $a\langle g|e\rangle$ to its transition moment, which vanishes for orthogonal states. Neither $m=r\times p$ nor a canonical commutator is assumed, and any relation between $r$ and $p$ is stated in the theorem that uses it.

## Operators, moments and strengths

```lean
import Mathlib

open Matrix

namespace RotatoryStrengthOrigin

variable {ι : Type*} [Fintype ι]
```

The type `ι` labels a finite orthonormal basis. Operators are complex matrices over it and states are complex vectors, which need not be normalised.

```lean
/-- The matrix element `⟨ψ|A|φ⟩`. -/
noncomputable def elem (A : Matrix ι ι ℂ) (ψ φ : ι → ℂ) : ℂ := star ψ ⬝ᵥ (A *ᵥ φ)
```

This is $\langle\psi|A|\varphi\rangle$. The symbol `*ᵥ` applies a matrix to a vector. The product `⬝ᵥ` sums products of components without conjugating, so `star` supplies the conjugation of the bra.

```lean
/-- The transition moment of a vector operator, with components `⟨ψ|A_k|φ⟩`. -/
noncomputable def moment (A : Fin 3 → Matrix ι ι ℂ) (ψ φ : ι → ℂ) : Fin 3 → ℂ :=
  fun k => elem (A k) ψ φ
```

A vector operator is a function from the three axes, numbered 0, 1, 2, to matrices. Its transition moment $A_{\psi\varphi}$ has the components $\langle\psi|A_k|\varphi\rangle$.

```lean
/-- A real displacement regarded as a complex vector. -/
noncomputable def toC (a : Fin 3 → ℝ) : Fin 3 → ℂ := fun k => (a k : ℂ)
```

The real displacement $a$ is read as a complex vector, so that it can be multiplied with transition moments.

```lean
/-- The magnetic moment operator after a change of origin, `m + a × p`. -/
noncomputable def shift (a : Fin 3 → ℝ) (p m : Fin 3 → Matrix ι ι ℂ) : Fin 3 → Matrix ι ι ℂ :=
  -- the indices are cyclic, so k + 1 and k + 2 are the two other axes in order
  fun k => m k + ((a (k + 1) : ℂ) • p (k + 2) - (a (k + 2) : ℂ) • p (k + 1))
```

Component $k$ of the shifted operator is $m_k + a_{k+1}p_{k+2} - a_{k+2}p_{k+1}$, with indices modulo 3. This is $m+a\times p$.

```lean
/-- The rotatory strength in the length form, `Im (r_ge · m_eg)`. -/
noncomputable def lengthStrength (r m : Fin 3 → Matrix ι ι ℂ) (g e : ι → ℂ) : ℝ :=
  (moment r g e ⬝ᵥ moment m e g).im
```

For states $g$ and $e$, the length form is $\mathrm{Im}(r_{ge}\cdot m_{eg})$.

```lean
/-- The rotatory strength in the velocity form, `Re (p_ge · m_eg)`, without the
frequency denominator. -/
noncomputable def velocityStrength (p m : Fin 3 → Matrix ι ι ℂ) (g e : ι → ℂ) : ℝ :=
  (moment p g e ⬝ᵥ moment m e g).re
```

The velocity form is $\mathrm{Re}(p_{ge}\cdot m_{eg})$, with the usual division by the excitation frequency left out.

```lean
/-- The velocity operator `i [H, r]`, component by component. -/
noncomputable def velocityOp (H : Matrix ι ι ℂ) (r : Fin 3 → Matrix ι ι ℂ) : Fin 3 → Matrix ι ι ℂ :=
  fun k => Complex.I • (H * r k - r k * H)
```

With $\hbar$ and the mass set to one, $i[H,r]$ is the velocity operator. For the full operators, as opposed to their matrices in a finite basis, it equals the momentum when $H$ is $p^2/2$ plus a function of position.

## How a shift enters the moments

```lean
/-- For a Hermitian vector operator, exchanging the states conjugates the moment. -/
theorem moment_swap {A : Fin 3 → Matrix ι ι ℂ} (hA : ∀ k, (A k).IsHermitian)
    (g e : ι → ℂ) : moment A g e = star (moment A e g) := by
  funext k
  change star g ⬝ᵥ (A k *ᵥ e) = star (star e ⬝ᵥ (A k *ᵥ g))
  rw [Matrix.star_dotProduct, Matrix.star_mulVec, (hA k).eq, ← Matrix.dotProduct_mulVec]
```

A Lean theorem lists its hypotheses before the colon and its conclusion after it; the proof follows `:= by`. Here `hA` says that each $A_k$ is Hermitian, and the conclusion is
$$A_{ge}=\langle g|A|e\rangle=\langle e|A^\dagger|g\rangle^*=A_{eg}^*.$$
The `rw` line makes these replacements in turn.

```lean
/-- A change of origin adds `a × p_eg` to the magnetic transition moment. -/
theorem moment_shift (a : Fin 3 → ℝ) (p m : Fin 3 → Matrix ι ι ℂ) (e g : ι → ℂ) :
    moment (shift a p m) e g = moment m e g + toC a ⨯₃ moment p e g := by
  funext k
  have hc : (toC a ⨯₃ moment p e g) k = toC a (k + 1) * moment p e g (k + 2)
      - toC a (k + 2) * moment p e g (k + 1) := by
    rw [cross_apply]
    fin_cases k <;> rfl
  change elem (m k + ((a (k + 1) : ℂ) • p (k + 2) - (a (k + 2) : ℂ) • p (k + 1))) e g
    = elem (m k) e g + (toC a ⨯₃ moment p e g) k
  rw [hc]
  simp only [moment, elem, toC, Matrix.add_mulVec, Matrix.sub_mulVec,
    Matrix.smul_mulVec, dotProduct_add, dotProduct_sub, dotProduct_smul, smul_eq_mul]
```

Matrix elements are linear in the operator and $a$ consists of numbers, so $(m+a\times p)_{eg}=m_{eg}+a\times p_{eg}$. The proof writes out component $k$ of the cross product `⨯₃` and then applies linearity.

```lean
/-- For real `a` and complex `u`, the number `u* · (a × u)` has no real part. -/
theorem re_star_dot_cross (a : Fin 3 → ℝ) (u : Fin 3 → ℂ) :
    (star u ⬝ᵥ (toC a ⨯₃ u)).re = 0 := by
  simp [cross_apply, dotProduct, Fin.sum_univ_three, toC]
  ring
```

Write $u=x+iy$ with real $x,y$. Then
$$\mathrm{Re}\,[u^*\cdot(a\times u)]=x\cdot(a\times x)+y\cdot(a\times y)=0,$$
since each triple product repeats a vector. Lean expands the components with `simp` and cancels them with `ring`.

## The exact change of the length form

```lean
/-- A change of origin alters the length-form strength by `a · Im (p_eg × r_ge)`. -/
theorem lengthStrength_shift (a : Fin 3 → ℝ) (r p m : Fin 3 → Matrix ι ι ℂ)
    (g e : ι → ℂ) :
    lengthStrength r (shift a p m) g e = lengthStrength r m g e
      + ∑ k, a k * ((moment p e g ⨯₃ moment r g e) k).im := by
  unfold lengthStrength
  rw [moment_shift, dotProduct_add, Complex.add_im]
  congr 1
  -- the cyclic symmetry of the triple product, in components
  generalize moment p e g = u
  generalize moment r g e = v
  simp [cross_apply, dotProduct, Fin.sum_univ_three, toC]
  ring
```

By the previous section's linearity, the shift adds $\mathrm{Im}[r_{ge}\cdot(a\times p_{eg})]$. The triple product is cyclic and $a$ is real, so this equals
$$a\cdot\mathrm{Im}(p_{eg}\times r_{ge}).$$
No Hermiticity is needed. The two `generalize` steps replace the moments by arbitrary vectors, and the identity is then checked in components.

```lean
/-- The length-form strength is the same for every origin if and only if
`Im (p_eg × r_ge)` vanishes. -/
theorem lengthStrength_invariant_iff (r p m : Fin 3 → Matrix ι ι ℂ) (g e : ι → ℂ) :
    (∀ a, lengthStrength r (shift a p m) g e = lengthStrength r m g e) ↔
      ∀ k, ((moment p e g ⨯₃ moment r g e) k).im = 0 := by
  simp only [lengthStrength_shift]
  generalize moment p e g ⨯₃ moment r g e = c
  constructor
  · intro h k
    -- displace the origin along the axis k
    simpa [Pi.single_apply] using h (Pi.single k 1)
  · intro h a
    simp [h]
```

The length form is the same for every $a$ exactly when $\mathrm{Im}(p_{eg}\times r_{ge})=0$. If the vector vanishes, so does the change. Conversely, taking $a$ to be the unit vector along axis $k$, written `Pi.single k 1`, isolates component $k$. The condition does not involve $m$.

## Where the dependence disappears

```lean
/-- For Hermitian `p` the velocity-form strength does not depend on the origin. -/
theorem velocityStrength_shift {p : Fin 3 → Matrix ι ι ℂ} (hp : ∀ k, (p k).IsHermitian)
    (a : Fin 3 → ℝ) (m : Fin 3 → Matrix ι ι ℂ) (g e : ι → ℂ) :
    velocityStrength p (shift a p m) g e = velocityStrength p m g e := by
  unfold velocityStrength
  rw [moment_shift, dotProduct_add, Complex.add_re, moment_swap hp g e,
    re_star_dot_cross, add_zero]
```

For Hermitian $p$ we have $p_{ge}=p_{eg}^*$, so the velocity form changes by $\mathrm{Re}[p_{eg}^*\cdot(a\times p_{eg})]=0$. The proof is this substitution followed by the vanishing real part found above.

```lean
/-- For Hermitian `r`, if `p_eg = i w r_eg` with real `w`, the length-form strength does
not depend on the origin. -/
theorem lengthStrength_shift_of_hypervirial {r p : Fin 3 → Matrix ι ι ℂ}
    (hr : ∀ k, (r k).IsHermitian) {g e : ι → ℂ} {w : ℝ}
    (h : moment p e g = (Complex.I * w) • moment r e g)
    (a : Fin 3 → ℝ) (m : Fin 3 → Matrix ι ι ℂ) :
    lengthStrength r (shift a p m) g e = lengthStrength r m g e := by
  have key : ∀ z : ℂ, (Complex.I * w * z).im = w * z.re := fun z => by simp
  unfold lengthStrength
  rw [moment_shift, dotProduct_add, Complex.add_im, h, moment_swap hr g e, map_smul,
    dotProduct_smul, smul_eq_mul, key, re_star_dot_cross, mul_zero, add_zero]
```

The hypothesis `h` is the hypervirial relation $p_{eg}=i w\,r_{eg}$, where the real number $w$ plays the part of the excitation energy. With $r$ Hermitian, $r_{ge}=r_{eg}^*$, and the change is
$$\mathrm{Im}\,[i w\,r_{eg}^*\cdot(a\times r_{eg})]=w\,\mathrm{Re}\,[r_{eg}^*\cdot(a\times r_{eg})]=0.$$
The step `key` is the rule $\mathrm{Im}(iwz)=w\,\mathrm{Re}\,z$.

```lean
/-- For Hermitian `r` and eigenstates of a Hermitian `H`, the length-form strength does not depend
on the origin when `p = i [H, r]`. -/
theorem lengthStrength_shift_eigenstates {H : Matrix ι ι ℂ} (hH : H.IsHermitian)
    {r : Fin 3 → Matrix ι ι ℂ} (hr : ∀ k, (r k).IsHermitian) {g e : ι → ℂ} {E₀ E₁ : ℝ}
    (hg : H *ᵥ g = (E₀ : ℂ) • g) (he : H *ᵥ e = (E₁ : ℂ) • e)
    (a : Fin 3 → ℝ) (m : Fin 3 → Matrix ι ι ℂ) :
    lengthStrength r (shift a (velocityOp H r) m) g e = lengthStrength r m g e := by
  -- H acts to the left on the state e
  have he' : star e ᵥ* H = (E₁ : ℂ) • star e := by
    have h1 := congrArg star he
    rw [Matrix.star_mulVec, hH.eq, star_smul,
      show star (E₁ : ℂ) = E₁ from Complex.conj_ofReal E₁] at h1
    exact h1
  refine lengthStrength_shift_of_hypervirial hr (w := E₁ - E₀) ?_ a m
  funext k
  change elem (Complex.I • (H * r k - r k * H)) e g
    = (Complex.I * ((E₁ - E₀ : ℝ) : ℂ)) * elem (r k) e g
  simp only [elem, Matrix.smul_mulVec, Matrix.sub_mulVec, ← Matrix.mulVec_mulVec,
    dotProduct_smul, dotProduct_sub]
  rw [hg, Matrix.dotProduct_mulVec _ H, he', Matrix.mulVec_smul, smul_dotProduct,
    dotProduct_smul]
  simp only [smul_eq_mul]
  push_cast
  ring
```

Here the relation is derived. Let $Hg=E_0g$ and $He=E_1e$, with $H$ and every $r_k$ Hermitian and the energies real. Then $H$ can act to the left on $e$, which is the content of `he'`, and
$$\langle e|i(Hr_k-r_kH)|g\rangle=i(E_1-E_0)\langle e|r_k|g\rangle.$$
The preceding theorem applies with $w=E_1-E_0$.

In a circular dichroism calculation whose two states are eigenvectors of the matrix $H$, the length form can therefore depend on the origin only if the matrix used for $p$ differs from $i[H,r]$ formed from the matrices of $H$ and $r$. In a finite basis the momentum matrix generally does differ from it. The theorems concern two given state vectors and do not treat the response equations that would supply transition moments in time-dependent density functional theory.

## Two-level examples

```lean
/-- The Pauli matrix `σx`. -/
noncomputable def σx : Matrix (Fin 2) (Fin 2) ℂ := !![0, 1; 1, 0]

/-- The Pauli matrix `σy`. -/
noncomputable def σy : Matrix (Fin 2) (Fin 2) ℂ := !![0, -Complex.I; Complex.I, 0]
```

These are the usual Pauli matrices. Take $g=(1,0)$ and $e=(0,1)$, both normalised. Then $\langle e|\sigma_x|g\rangle=1$ and $\langle e|\sigma_y|g\rangle=i$.

```lean
/-- The Hermitian triple `r = (σx, σy, 0)` and the triple `p = (2σy, -2σx, 0)` satisfy `p_eg = 2i
r_eg` for `g = (1, 0)` and `e = (0, 1)`, with `r_eg` different from zero. -/
theorem hypervirial_witness :
    (∀ k, ((![σx, σy, 0] : Fin 3 → Matrix (Fin 2) (Fin 2) ℂ) k).IsHermitian) ∧
    moment ![(2 : ℂ) • σy, (-2 : ℂ) • σx, 0] ![0, 1] ![1, 0]
      = (Complex.I * (2 : ℝ)) • moment ![σx, σy, 0] ![0, 1] ![1, 0] ∧
    moment ![σx, σy, 0] ![0, 1] ![1, 0] ≠ 0 := by
  have hx : σx.IsHermitian := Matrix.IsHermitian.ext fun i j => by
    fin_cases i <;> fin_cases j <;> simp [σx]
  have hy : σy.IsHermitian := Matrix.IsHermitian.ext fun i j => by
    fin_cases i <;> fin_cases j <;> simp [σy]
  have ex : elem σx ![0, 1] ![1, 0] = 1 := by
    simp [elem, σx, Matrix.mulVec, dotProduct, Fin.sum_univ_two]
  have ey : elem σy ![0, 1] ![1, 0] = Complex.I := by
    simp [elem, σy, Matrix.mulVec, dotProduct, Fin.sum_univ_two]
  have hs : ∀ (c : ℂ) (A : Matrix (Fin 2) (Fin 2) ℂ),
      elem (c • A) ![0, 1] ![1, 0] = c * elem A ![0, 1] ![1, 0] := fun c A => by
    simp only [elem, Matrix.smul_mulVec, dotProduct_smul, smul_eq_mul]
  refine ⟨fun k => ?_, ?_, fun h => ?_⟩
  · fin_cases k
    exacts [hx, hy, Matrix.isHermitian_zero]
  · funext k
    fin_cases k
    · change elem ((2 : ℂ) • σy) ![0, 1] ![1, 0]
        = (Complex.I * (2 : ℝ)) * elem σx ![0, 1] ![1, 0]
      rw [hs, ex, ey]
      push_cast
      ring
    · change elem ((-2 : ℂ) • σx) ![0, 1] ![1, 0]
        = (Complex.I * (2 : ℝ)) * elem σy ![0, 1] ![1, 0]
      rw [hs, ex, ey]
      push_cast
      linear_combination (-2) * Complex.I_mul_I
    · change elem (0 : Matrix (Fin 2) (Fin 2) ℂ) ![0, 1] ![1, 0]
        = (Complex.I * (2 : ℝ)) * elem (0 : Matrix (Fin 2) (Fin 2) ℂ) ![0, 1] ![1, 0]
      simp only [elem, Matrix.zero_mulVec, dotProduct_zero, mul_zero]
  · have h0 : elem σx ![0, 1] ![1, 0] = 0 := congrFun h 0
    rw [ex] at h0
    exact one_ne_zero h0
```

For $r=(\sigma_x,\sigma_y,0)$ and $p=(2\sigma_y,-2\sigma_x,0)$,
$$r_{eg}=(1,i,0),\qquad p_{eg}=(2i,-2,0)=2i\,r_{eg}.$$
The hypervirial relation therefore holds with $w=2$ and a nonzero transition moment. The proof computes the two matrix elements, `ex` and `ey`, and compares the components.

```lean
/-- For the Hermitian triples `r = (σx, 0, 0)` and `p = (0, σy, 0)` and the states `g = (1, 0)` and
`e = (0, 1)`, a unit displacement along the third axis lowers the length-form strength by one,
whatever `m` is. -/
theorem lengthStrength_origin_dependent (m : Fin 3 → Matrix (Fin 2) (Fin 2) ℂ) :
    (∀ k, ((![σx, 0, 0] : Fin 3 → Matrix (Fin 2) (Fin 2) ℂ) k).IsHermitian ∧
      ((![0, σy, 0] : Fin 3 → Matrix (Fin 2) (Fin 2) ℂ) k).IsHermitian) ∧
    lengthStrength ![σx, 0, 0] (shift ![0, 0, 1] ![0, σy, 0] m) ![1, 0] ![0, 1]
      = lengthStrength ![σx, 0, 0] m ![1, 0] ![0, 1] - 1 := by
  have hx : σx.IsHermitian := Matrix.IsHermitian.ext fun i j => by
    fin_cases i <;> fin_cases j <;> simp [σx]
  have hy : σy.IsHermitian := Matrix.IsHermitian.ext fun i j => by
    fin_cases i <;> fin_cases j <;> simp [σy]
  have ex : elem σx ![1, 0] ![0, 1] = 1 := by
    simp [elem, σx, Matrix.mulVec, dotProduct, Fin.sum_univ_two]
  have ey : elem σy ![0, 1] ![1, 0] = Complex.I := by
    simp [elem, σy, Matrix.mulVec, dotProduct, Fin.sum_univ_two]
  have e0 : ∀ u v : Fin 2 → ℂ, elem (0 : Matrix (Fin 2) (Fin 2) ℂ) u v = 0 :=
    fun u v => by simp only [elem, Matrix.zero_mulVec, dotProduct_zero]
  -- the two transition moments as explicit vectors
  have hr : moment ![σx, 0, 0] ![1, 0] ![0, 1] = ![1, 0, 0] := by
    funext k
    fin_cases k
    exacts [ex, e0 _ _, e0 _ _]
  have hp : moment ![0, σy, 0] ![0, 1] ![1, 0] = ![0, Complex.I, 0] := by
    funext k
    fin_cases k
    exacts [e0 _ _, ey, e0 _ _]
  refine ⟨fun k => ?_, ?_⟩
  · fin_cases k
    exacts [⟨hx, Matrix.isHermitian_zero⟩, ⟨Matrix.isHermitian_zero, hy⟩,
      ⟨Matrix.isHermitian_zero, Matrix.isHermitian_zero⟩]
  · rw [lengthStrength_shift, hr, hp, sub_eq_add_neg]
    congr 1
    simp [Fin.sum_univ_three, cross_apply]

end RotatoryStrengthOrigin
```

Now let $r=(\sigma_x,0,0)$ and $p=(0,\sigma_y,0)$, both Hermitian. The moments are $r_{ge}=(1,0,0)$ and $p_{eg}=(0,i,0)$, so
$$p_{eg}\times r_{ge}=(0,0,-i).$$
The displacement $a=(0,0,1)$ lowers the length form by one, for every $m$. Hermiticity of $r$ and $p$ is thus not enough for origin independence; in this example $p_{eg}$ is not a multiple of $r_{eg}$. Lean obtains the two moments as `hr` and `hp` and inserts them into the formula for the exact change.

```lean
#print axioms RotatoryStrengthOrigin.lengthStrength_invariant_iff
#print axioms RotatoryStrengthOrigin.velocityStrength_shift
#print axioms RotatoryStrengthOrigin.lengthStrength_shift_eigenstates
#print axioms RotatoryStrengthOrigin.lengthStrength_origin_dependent
```

```
'RotatoryStrengthOrigin.lengthStrength_invariant_iff' depends on axioms: [propext, Classical.choice, Quot.sound]
'RotatoryStrengthOrigin.velocityStrength_shift' depends on axioms: [propext, Classical.choice, Quot.sound]
'RotatoryStrengthOrigin.lengthStrength_shift_eigenstates' depends on axioms: [propext, Classical.choice, Quot.sound]
'RotatoryStrengthOrigin.lengthStrength_origin_dependent' depends on axioms: [propext, Classical.choice, Quot.sound]
```
